# Charge conjugation with both signs for gamma matrices doubled as γ ⊕ (−γ)

The declaration `doubled_both_signs` concerns a finite family of pairwise anticommuting complex square matrices g_a, whose squares are left unrestricted, and an invertible C with C g_a C⁻¹ = ε g_aᵀ for some complex number ε. Each matrix is doubled to the block-diagonal matrix with blocks g_a and −g_a. The claim is that the doubled family still anticommutes, that the block-diagonal matrix with C in both diagonal blocks is a charge conjugation for it with factor ε, and that the matrix with C in both off-diagonal blocks is one with factor −ε. The attempt rewrites charge conjugation without the inverse, as C g_a = ε g_aᵀ C, gives explicit inverses for the two block matrices, and leaves the remaining block identities to `simp`.

This version doesn't compile in Lean 4 with Mathlib:

```lean
import Mathlib

open Matrix

namespace OddDimensionChargeConjugation

noncomputable section

variable {n : Type*} [Fintype n] [DecidableEq n]

/-- Any two different matrices of the family anticommute. -/
def PairwiseAnticommute {d : ℕ} (g : Fin d → Matrix n n ℂ) : Prop :=
  ∀ a b, a ≠ b → g a * g b = -(g b * g a)

/-- The matrix `C` is invertible and conjugates every gamma matrix into `ε` times its
transpose. -/
def IsChargeConjugation {d : ℕ} (C : Matrix n n ℂ) (g : Fin d → Matrix n n ℂ) (ε : ℂ) : Prop :=
  IsUnit C ∧ ∀ a, C * g a * C⁻¹ = ε • (g a)ᵀ

/-- Charge conjugation written without the inverse: an invertible `C` intertwines the gamma
matrices with `ε` times their transposes. -/
theorem isChargeConjugation_iff {d : ℕ} (C : Matrix n n ℂ) (g : Fin d → Matrix n n ℂ) (ε : ℂ) :
    IsChargeConjugation C g ε ↔ IsUnit C ∧ ∀ a, C * g a = ε • ((g a)ᵀ * C) := by
  refine and_congr_right fun hC => forall_congr' fun a => ?_
  have hdet := (Matrix.isUnit_iff_isUnit_det C).mp hC
  constructor
  · intro h
    calc C * g a = C * g a * C⁻¹ * C := by
          rw [Matrix.mul_assoc (C * g a), Matrix.nonsing_inv_mul _ hdet, Matrix.mul_one]
      _ = ε • ((g a)ᵀ * C) := by rw [h, Matrix.smul_mul]
  · intro h
    rw [h, Matrix.smul_mul, Matrix.mul_assoc, Matrix.mul_nonsing_inv _ hdet, Matrix.mul_one]

/-- The doubled family: each gamma matrix in one block and its negative in the other. -/
def doubled {d : ℕ} (g : Fin d → Matrix n n ℂ) (a : Fin d) : Matrix (n ⊕ n) (n ⊕ n) ℂ :=
  fromBlocks (g a) 0 0 (-(g a))

/-- The doubled family still anticommutes, and a charge conjugation of the original family
with factor `ε` yields charge conjugations of the doubled one with both `ε` and `-ε`. -/
theorem doubled_both_signs {d : ℕ} {g : Fin d → Matrix n n ℂ} {C : Matrix n n ℂ} {ε : ℂ}
    (hg : PairwiseAnticommute g) (hC : IsChargeConjugation C g ε) :
    PairwiseAnticommute (doubled g) ∧
      IsChargeConjugation (fromBlocks C 0 0 C) (doubled g) ε ∧
      IsChargeConjugation (fromBlocks 0 C C 0) (doubled g) (-ε) := by
  obtain ⟨hunit, hint⟩ := (isChargeConjugation_iff C g ε).mp hC
  have hD : C * C⁻¹ = 1 :=
    Matrix.mul_nonsing_inv _ ((Matrix.isUnit_iff_isUnit_det C).mp hunit)
  refine ⟨fun a b hab => ?_, (isChargeConjugation_iff _ _ _).mpr ⟨?_, fun a => ?_⟩,
    (isChargeConjugation_iff _ _ _).mpr ⟨?_, fun a => ?_⟩⟩
  · simp [doubled, fromBlocks_multiply, fromBlocks_neg, hg a b hab]
  · have h : fromBlocks C 0 0 C * fromBlocks C⁻¹ 0 0 C⁻¹ = 1 := by
      simp [fromBlocks_multiply, hD]
    exact ⟨⟨_, _, h, mul_eq_one_comm.mp h⟩, rfl⟩
  · simp [doubled, fromBlocks_transpose, fromBlocks_multiply, fromBlocks_smul, hint a]
  · have h : fromBlocks 0 C C 0 * fromBlocks 0 C⁻¹ C⁻¹ 0 = 1 := by
      simp [fromBlocks_multiply, hD]
    exact ⟨⟨_, _, h, mul_eq_one_comm.mp h⟩, rfl⟩
  · simp [doubled, fromBlocks_transpose, fromBlocks_multiply, fromBlocks_smul, hint a]

end

end OddDimensionChargeConjugation
```

Messages:

```
Main.lean:58:2: error: unsolved goals
case refine_5
n : Type u_1
inst✝¹ : Fintype n
inst✝ : DecidableEq n
d : ℕ
g : Fin d → Matrix n n ℂ
C : Matrix n n ℂ
ε : ℂ
hg : PairwiseAnticommute g
hC : IsChargeConjugation C g ε
hunit : IsUnit C
hint : ∀ (a : Fin d), C * g a = ε • ((g a)ᵀ * C)
hD : C * C⁻¹ = 1
a : Fin d
⊢ fromBlocks 0 (-(ε • ((g a)ᵀ * C))) (ε • ((g a)ᵀ * C)) 0 = -fromBlocks 0 (ε • ((g a)ᵀ * C)) (-(ε • ((g a)ᵀ * C))) 0
```

Diagnosis. The one error is in the last bullet, the intertwining relation for the off-diagonal matrix with factor −ε. `simp` has multiplied out the blocks and used `hint a`, but it stops at an equation whose right side is a minus sign in front of a whole `fromBlocks`, while the left side has its signs inside the blocks. The equation is true: negating the right side block by block gives the left side. What `simp` lacks is a rule for moving the minus sign inside. `fromBlocks_smul` does this for the scalar ε, but the sign of −ε has been left outside as a negation of the matrix. The relation with factor ε has no such outer sign, and its `simp` call raises no error.

The repair adds `fromBlocks_neg` to the list, which says that a block matrix is negated by negating each block. The double negation and the negated zeros then simplify, and the two sides agree. The line break in the new call is only layout.

The repair, with which the file compiles:

```diff
@@ -56,5 +56,6 @@
       simp [fromBlocks_multiply, hD]
     exact ⟨⟨_, _, h, mul_eq_one_comm.mp h⟩, rfl⟩
-  · simp [doubled, fromBlocks_transpose, fromBlocks_multiply, fromBlocks_smul, hint a]
+  · simp [doubled, fromBlocks_transpose, fromBlocks_multiply, fromBlocks_smul, fromBlocks_neg,
+      hint a]
 
 end
```
